# The first moment of the Gaussian weight exp(−bp²) over p > 0 is 1/(2b) for b > 0

The theorem `half_line_moment` says that for real b > 0 the integral of p·exp(−bp²) over p > 0 equals 1/(2b). In physical terms this is the first moment of a Gaussian weight in one real variable, restricted to positive values. The weight is not normalised; dividing by its own integral over the half-line, ½√(π/b), gives a mean of 1/√(πb). The proof takes the antiderivative −exp(−bp²)/(2b), shows that it tends to zero at infinity, and evaluates the integral from its value at p = 0.

The failing Lean file:

```lean
import Mathlib

open MeasureTheory Filter Topology

namespace HalfLineMoment

noncomputable section

/-- The first moment of a Gaussian of parameter `b > 0` over the positive half-line is
`1 / (2 b)`. -/
theorem half_line_moment {b : ℝ} (hb : 0 < b) :
    ∫ p in Set.Ioi (0 : ℝ), p * Real.exp (-b * p ^ 2) = 1 / (2 * b) := by
  -- an antiderivative is `-exp (-b p²) / (2 b)`, which vanishes at infinity
  have hd : ∀ x ∈ Set.Ici (0 : ℝ), HasDerivAt
      (fun p : ℝ => -(1 / (2 * b)) * Real.exp (-b * p ^ 2)) (x * Real.exp (-b * x ^ 2)) x := by
    intro x _
    have h1 : HasDerivAt (fun y : ℝ => -b * y ^ 2) (-b * (2 * x)) x := by
      convert (hasDerivAt_pow 2 x).const_mul (-b) using 1
      norm_num
    exact (h1.exp.const_mul _).congr_deriv (by field_simp)
  have ht : Tendsto (fun p : ℝ => -(1 / (2 * b)) * Real.exp (-b * p ^ 2)) atTop
      (𝓝 (-(1 / (2 * b)) * 0)) :=
    Tendsto.const_mul _ (Real.tendsto_exp_atBot.comp
      (Tendsto.const_mul_atTop_of_neg (neg_lt_zero.2 hb) (tendsto_pow_atTop two_ne_zero)))
  rw [integral_Ioi_of_hasDerivAt_of_tendsto' hd
    (integrable_mul_exp_neg_mul_sq hb).integrableOn ht]
  simp

end

end HalfLineMoment
```

The error:

```
Main.lean:17:71: error: unsolved goals
case e'_4
b : ℝ
hb : 0 < b
x : ℝ
a✝ : x ∈ Set.Ici 0
⊢ Real.instAddCommGroup = Real.normedCommRing.toAddCommGroup

case e'_5
b : ℝ
hb : 0 < b
x : ℝ
a✝ : x ∈ Set.Ici 0
e_4✝ : Real.instAddCommGroup = Real.normedCommRing.toAddCommGroup
⊢ Semiring.toModule = (NormedAlgebra.toNormedSpace ℝ).toModule

case e'_9
b : ℝ
hb : 0 < b
x : ℝ
a✝ : x ∈ Set.Ici 0
⊢ -b * (2 * x) = -b * (↑2 * x ^ (2 - 1))
```

What went wrong. The error lies in `h1`, the derivative of −by². Mathlib's rules give it as `-b * (↑2 * x ^ (2 - 1))`, where the proof wants `-b * (2 * x)`. `convert ... using 1` was meant to leave just this equation, but it compared the two `HasDerivAt` statements argument by argument and also left goals asking that the additive-group and module structures on the reals agree. These structures were reached by different instance paths. `norm_num` works only on the first goal, so it never got to the derivative equation, which the message shows still unsimplified.

The repair uses `congr_deriv`, which changes only the derivative's value in an existing `HasDerivAt` statement. Lean now matches the instances by unfolding definitions when it checks the term, instead of handing them back as goals. The one thing left to prove is that the two derivative values are equal, and `norm_num` does that.

The repair, with which the file compiles:

```diff
@@ -15,7 +15,6 @@
       (fun p : ℝ => -(1 / (2 * b)) * Real.exp (-b * p ^ 2)) (x * Real.exp (-b * x ^ 2)) x := by
     intro x _
-    have h1 : HasDerivAt (fun y : ℝ => -b * y ^ 2) (-b * (2 * x)) x := by
-      convert (hasDerivAt_pow 2 x).const_mul (-b) using 1
-      norm_num
+    have h1 : HasDerivAt (fun y : ℝ => -b * y ^ 2) (-b * (2 * x)) x :=
+      ((hasDerivAt_pow 2 x).const_mul (-b)).congr_deriv (by norm_num)
     exact (h1.exp.const_mul _).congr_deriv (by field_simp)
   have ht : Tendsto (fun p : ℝ => -(1 / (2 * b)) * Real.exp (-b * p ^ 2)) atTop
```
